# Zero broadening and mesh refinement do not commute for a Lorentzian response on an equally weighted mesh of nonzero gaps evenly filling a band around resonance

Comparing the two orders of limits requires a choice of how a finite spectrum fills the band $[-a,a]$, $a>0$: here it does so with $2N$ gaps $\pm(j+1)a/N$, $j=0,\dots,N-1$, each of weight $a/N$. A gap here is a transition energy minus the photon energy, so it can have either sign. No gap is zero, and neighbouring gaps are $a/N$ apart, except for the two on either side of zero, which are $2a/N$ apart. With this mesh and the Lorentzian $h/(x^2+h^2)$, whose area is $\pi$ rather than $1$, sending the broadening $h$ to zero at fixed $N$ gives a response of $0$, while refining the mesh first and then removing the broadening gives $\pi$.

```lean
import Mathlib

open Filter Topology

namespace KuboGreenwoodBroadening

noncomputable section

/-- Lorentzian of width `h` at gap `x`, without the factor `1/π`; the domain is `h ≠ 0` or
`x ≠ 0`. -/
def lorentz (h x : ℝ) : ℝ := h / (x ^ 2 + h ^ 2)

/-- Response of finitely many gaps `x i` with weights `w i` at broadening `h`; the domain is
`h ≠ 0` or all gaps nonzero. -/
def response {ι : Type*} [Fintype ι] (w x : ι → ℝ) (h : ℝ) : ℝ :=
  ∑ i, w i * lorentz h (x i)

/-- Response of a continuum of gaps with unit density on `[-a, a]`, for `a ≥ 0` and broadening `h ≠
0`. -/
def continuumResponse (a h : ℝ) : ℝ := ∫ x in (-a)..a, lorentz h x

/-- The `2N` mesh gaps `±(j+1)a/N` with `j = 0, ..., N-1`, for `N ≥ 1`. -/
def meshGap (a : ℝ) (N : ℕ) : Fin N ⊕ Fin N → ℝ :=
  Sum.elim (fun j => (((j : ℕ) : ℝ) + 1) * (a / N))
    (fun j => -((((j : ℕ) : ℝ) + 1) * (a / N)))

/-- Response of the mesh gaps, each with weight `a/N`, for `N ≥ 1` and `a ≠ 0` or `h ≠ 0`. -/
def meshResponse (a : ℝ) (N : ℕ) (h : ℝ) : ℝ :=
  response (fun _ => a / N) (meshGap a N) h

lemma lorentz_nonneg {h : ℝ} (hh : 0 < h) (x : ℝ) : 0 ≤ lorentz h x := by
  unfold lorentz
  positivity

lemma lorentz_zero {h : ℝ} (hh : 0 < h) : lorentz h 0 = h⁻¹ := by
  unfold lorentz
  rw [show (0 : ℝ) ^ 2 + h ^ 2 = h * h by ring]
  field_simp

lemma lorentz_anti {h x y : ℝ} (hh : 0 < h) (hx : 0 ≤ x) (hxy : x ≤ y) :
    lorentz h y ≤ lorentz h x := by
  unfold lorentz
  gcongr

lemma hasDerivAt_arctan_div {h : ℝ} (hh : 0 < h) (x : ℝ) :
    HasDerivAt (fun y => Real.arctan (y / h)) (lorentz h x) x := by
  refine ((hasDerivAt_id' x).div_const h).arctan.congr_deriv ?_
  have e : x / h * h = x := div_mul_cancel₀ x hh.ne'
  unfold lorentz
  generalize x / h = t at e ⊢
  rw [div_mul_div_comm, div_eq_div_iff (by positivity) (by positivity)]
  linear_combination -(t * h + x) * e

/-- If no gap vanishes, the response of finitely many gaps tends to zero with the broadening. -/
theorem response_tendsto_zero {ι : Type*} [Fintype ι] (w x : ι → ℝ) (hx : ∀ i, x i ≠ 0) :
    Tendsto (response w x) (𝓝[>] 0) (𝓝 0) := by
  have key : Tendsto (fun h => ∑ i, w i * lorentz h (x i)) (𝓝[>] 0)
      (𝓝 (∑ i, w i * 0)) := by
    refine tendsto_finsetSum _ fun i _ => Tendsto.const_mul _ ?_
    have hc : ContinuousAt (fun h : ℝ => h / ((x i) ^ 2 + h ^ 2)) 0 := by
      apply ContinuousAt.div (by fun_prop) (by fun_prop)
      simp [hx i]
    have h0 := hc.tendsto.mono_left (nhdsWithin_le_nhds (s := Set.Ioi 0))
    simpa [lorentz] using h0
  simp only [mul_zero, Finset.sum_const_zero] at key
  exact key

/-- With nonnegative weights, one vanishing gap of positive weight makes the response diverge
as the broadening tends to zero. -/
theorem response_tendsto_atTop {ι : Type*} [Fintype ι] (w x : ι → ℝ) (hw : ∀ i, 0 ≤ w i)
    (i : ι) (hi : 0 < w i) (hx : x i = 0) :
    Tendsto (response w x) (𝓝[>] 0) atTop := by
  have hinv : Tendsto (fun h : ℝ => w i * h⁻¹) (𝓝[>] 0) atTop :=
    tendsto_inv_nhdsGT_zero.const_mul_atTop hi
  refine tendsto_atTop_mono' _ ?_ hinv
  filter_upwards [self_mem_nhdsWithin] with h hh
  have hh' : 0 < h := hh
  -- the resonant term alone is a lower bound
  calc w i * h⁻¹ = w i * lorentz h (x i) := by rw [hx, lorentz_zero hh']
    _ ≤ response w x h :=
      Finset.single_le_sum (f := fun j => w j * lorentz h (x j))
        (fun j _ => mul_nonneg (hw j) (lorentz_nonneg hh' _)) (Finset.mem_univ i)

/-- The continuum response at broadening `h > 0` equals `2 arctan (a/h)`. -/
theorem continuumResponse_eq (a : ℝ) {h : ℝ} (hh : 0 < h) :
    continuumResponse a h = 2 * Real.arctan (a / h) := by
  have hc : Continuous (lorentz h) := by
    unfold lorentz
    exact Continuous.div continuous_const (by fun_prop) (fun x => by positivity)
  unfold continuumResponse
  rw [intervalIntegral.integral_eq_sub_of_hasDerivAt
    (fun x _ => hasDerivAt_arctan_div hh x) (hc.intervalIntegrable _ _),
    neg_div, Real.arctan_neg]
  ring

/-- The continuum response tends to `π` as the broadening tends to zero. -/
theorem continuumResponse_tendsto_pi {a : ℝ} (ha : 0 < a) :
    Tendsto (continuumResponse a) (𝓝[>] 0) (𝓝 Real.pi) := by
  have h1 : Tendsto (fun h : ℝ => a * h⁻¹) (𝓝[>] 0) atTop :=
    tendsto_inv_nhdsGT_zero.const_mul_atTop ha
  have h2 := ((Real.tendsto_arctan_atTop.mono_right nhdsWithin_le_nhds).comp h1).const_mul 2
  rw [show 2 * (Real.pi / 2) = Real.pi by ring] at h2
  refine h2.congr' ?_
  filter_upwards [self_mem_nhdsWithin] with h hh
  rw [continuumResponse_eq a hh, div_eq_mul_inv]
  rfl

lemma cell_bounds {h x y : ℝ} (hh : 0 < h) (hx : 0 ≤ x) (hxy : x < y) :
    (y - x) * lorentz h y ≤ Real.arctan (y / h) - Real.arctan (x / h) ∧
      Real.arctan (y / h) - Real.arctan (x / h) ≤ (y - x) * lorentz h x := by
  obtain ⟨c, hc, e⟩ := exists_hasDerivAt_eq_slope (fun z => Real.arctan (z / h)) (lorentz h)
    hxy (fun z _ => (hasDerivAt_arctan_div hh z).continuousAt.continuousWithinAt)
    (fun z _ => hasDerivAt_arctan_div hh z)
  have hd : 0 < y - x := sub_pos.mpr hxy
  rw [eq_div_iff hd.ne'] at e
  have l := mul_le_mul_of_nonneg_left (lorentz_anti hh (hx.trans hc.1.le) hc.2.le) hd.le
  have u := mul_le_mul_of_nonneg_left (lorentz_anti hh hx hc.1.le) hd.le
  constructor <;> linarith

lemma half_band_error {h δ : ℝ} (hh : 0 < h) (hδ : 0 < δ) (n : ℕ) :
    0 ≤ Real.arctan (n * δ / h)
        - ∑ j ∈ Finset.range n, δ * lorentz h (((j : ℝ) + 1) * δ) ∧
      Real.arctan (n * δ / h) - ∑ j ∈ Finset.range n, δ * lorentz h (((j : ℝ) + 1) * δ)
        ≤ δ * (lorentz h 0 - lorentz h (n * δ)) := by
  induction n with
  | zero => simp
  | succ n ih =>
    obtain ⟨i1, i2⟩ := ih
    obtain ⟨l, u⟩ := cell_bounds (x := n * δ) (y := ((n : ℝ) + 1) * δ) hh
      (by positivity) (by nlinarith)
    rw [show ((n : ℝ) + 1) * δ - n * δ = δ by ring] at l u
    rw [Finset.sum_range_succ]
    push_cast
    constructor <;> linarith

/-- The mesh response differs from the continuum response by at most `2a/(N h)`. -/
theorem mesh_error {a h : ℝ} (ha : 0 < a) (hh : 0 < h) {N : ℕ} (hN : 0 < N) :
    |meshResponse a N h - continuumResponse a h| ≤ 2 * a / (N * h) := by
  have hN' : (0 : ℝ) < N := by exact_mod_cast hN
  have hδ : 0 < a / N := by positivity
  have hsum : meshResponse a N h
      = 2 * ∑ j ∈ Finset.range N, a / N * lorentz h (((j : ℝ) + 1) * (a / N)) := by
    have hneg : ∀ x, lorentz h (-x) = lorentz h x := fun x => by simp [lorentz]
    unfold meshResponse response
    rw [Fintype.sum_sum_type]
    simp only [meshGap, Sum.elim_inl, Sum.elim_inr, hneg]
    rw [Fin.sum_univ_eq_sum_range
      (fun j : ℕ => a / N * lorentz h (((j : ℝ) + 1) * (a / N))) N]
    ring
  have e : (N : ℝ) * (a / N) = a := by field_simp
  obtain ⟨l, u⟩ := half_band_error hh hδ N
  rw [e] at l u
  have k : a / N * (lorentz h 0 - lorentz h a) ≤ a / N * h⁻¹ := by
    rw [lorentz_zero hh]
    exact mul_le_mul_of_nonneg_left (by linarith [lorentz_nonneg hh a]) hδ.le
  have p : 0 ≤ a / N * h⁻¹ := by positivity
  have r : 2 * a / (N * h) = 2 * (a / N * h⁻¹) := by ring
  rw [hsum, continuumResponse_eq a hh, r, abs_le]
  constructor <;> linarith

lemma mesh_sub_tendsto {a : ℝ} (ha : 0 < a) {h : ℕ → ℝ} (hpos : ∀ N, 0 < h N)
    (hres : Tendsto (fun N : ℕ => (N : ℝ) * h N) atTop atTop) :
    Tendsto (fun N => meshResponse a N (h N) - continuumResponse a (h N)) atTop (𝓝 0) := by
  refine squeeze_zero_norm' ?_ ((tendsto_const_nhds (x := 2 * a)).div_atTop hres)
  filter_upwards [eventually_gt_atTop 0] with N hN
  rw [Real.norm_eq_abs]
  exact mesh_error ha (hpos N) hN

/-- At fixed mesh the response vanishes with the broadening; at fixed broadening it tends to the
continuum response as the mesh is refined, and that tends to `π` with vanishing broadening. -/
theorem order_of_limits {a : ℝ} (ha : 0 < a) :
    (∀ N : ℕ, Tendsto (meshResponse a N) (𝓝[>] 0) (𝓝 0)) ∧
    (∀ h : ℝ, 0 < h →
      Tendsto (fun N => meshResponse a N h) atTop (𝓝 (continuumResponse a h))) ∧
    Tendsto (continuumResponse a) (𝓝[>] 0) (𝓝 Real.pi) := by
  refine ⟨fun N => ?_, fun h hh => ?_, continuumResponse_tendsto_pi ha⟩
  · -- no mesh gap is zero
    refine response_tendsto_zero _ _ fun i => ?_
    rcases i with j | j
    all_goals
      have hN : (0 : ℝ) < N := by exact_mod_cast Fin.pos j
      have hp : 0 < (((j : ℕ) : ℝ) + 1) * (a / N) := by positivity
    · exact hp.ne'
    · exact neg_ne_zero.mpr hp.ne'
  · have key := (mesh_sub_tendsto ha (h := fun _ => h) (fun _ => hh)
      (tendsto_natCast_atTop_atTop.atTop_mul_const hh)).add_const (continuumResponse a h)
    simp only [sub_add_cancel, zero_add] at key
    exact key

/-- If the broadening `h N` tends to zero while `N * h N` tends to infinity, the mesh response
tends to `π`. -/
theorem joint_limit {a : ℝ} (ha : 0 < a) {h : ℕ → ℝ} (hpos : ∀ N, 0 < h N)
    (h0 : Tendsto h atTop (𝓝 0))
    (hres : Tendsto (fun N : ℕ => (N : ℝ) * h N) atTop atTop) :
    Tendsto (fun N => meshResponse a N (h N)) atTop (𝓝 Real.pi) := by
  have hw : Tendsto h atTop (𝓝[>] 0) :=
    tendsto_nhdsWithin_iff.mpr ⟨h0, Eventually.of_forall hpos⟩
  have key := (mesh_sub_tendsto ha hpos hres).add ((continuumResponse_tendsto_pi ha).comp hw)
  simp only [Function.comp_def, sub_add_cancel, zero_add] at key
  exact key

end

end KuboGreenwoodBroadening
```

```lean
#print axioms KuboGreenwoodBroadening.response_tendsto_zero
#print axioms KuboGreenwoodBroadening.response_tendsto_atTop
#print axioms KuboGreenwoodBroadening.order_of_limits
#print axioms KuboGreenwoodBroadening.joint_limit
```

```
'KuboGreenwoodBroadening.response_tendsto_zero' depends on axioms: [propext, Classical.choice, Quot.sound]
'KuboGreenwoodBroadening.response_tendsto_atTop' depends on axioms: [propext, Classical.choice, Quot.sound]
'KuboGreenwoodBroadening.order_of_limits' depends on axioms: [propext, Classical.choice, Quot.sound]
'KuboGreenwoodBroadening.joint_limit' depends on axioms: [propext, Classical.choice, Quot.sound]
```

## Gaps, weights and broadening

In a Kubo-Greenwood sum for independent electrons, each pair of levels contributes a weight times a delta function. The argument of the delta function is the transition energy minus the photon energy. That difference is the gap $x_i$ here, so it can have either sign, and $x_i=0$ means exact resonance. The weight $w_i$ collects the squared velocity matrix element, the occupation factors and the prefactors.

Here the delta function is replaced by a Lorentzian, one of several possible broadenings, whose half-width at half maximum is $h>0$,
$$L_h(x)=\frac{h}{x^2+h^2},$$
which is `lorentz h x`. The usual factor $1/\pi$ is left out, so a limit of $\pi$ here corresponds to $1$ for the normalised Lorentzian. The finite sum $\sum_i w_iL_h(x_i)$ is `response w x h`, where the index type `ι` is any finite type. The integral of $L_h$ over $[-a,a]$ is `continuumResponse a h`; it describes a constant weighted density equal to one. The mesh above is `meshGap a N`, whose index type `Fin N ⊕ Fin N` holds one copy for the positive gaps and one for the negative gaps, and its response is `meshResponse a N h`.

The limit $h\to0^+$ is written `𝓝[>] 0`. The theorems then say the following.

- `response_tendsto_zero`: if every $x_i\neq0$, the finite response tends to $0$. The weights may have any sign.
- `response_tendsto_atTop`: if all weights are nonnegative and some gap with positive weight is zero, the response tends to $+\infty$. Nonnegativity stands for purely absorptive contributions, which cannot cancel one another.
- `continuumResponse_eq` and `continuumResponse_tendsto_pi`: the integral equals $2\arctan(a/h)$ and tends to $\pi$.
- `mesh_error`: for $N\geq1$, mesh and continuum differ by at most $2a/(Nh)$.
- `order_of_limits`: the mesh response vanishes as $h\to0^+$ at fixed $N$. At fixed $h>0$ it tends to the integral as $N\to\infty$, and the integral then tends to $\pi$.
- `joint_limit`: if $h_N>0$, $h_N\to0$ and $Nh_N\to\infty$, the mesh response at broadening $h_N$ tends to $\pi$.

The last theorem refines the slogan that the continuum limit must come first. Both limits may be taken together, provided that the broadening becomes large compared with the mesh spacing $a/N$. A similar concern arises when a conductivity is computed from the discrete levels of a finite simulation cell, although the transition energies there are in general neither evenly spaced nor equally weighted. The theorem gives a sufficient condition and is silent about a broadening that shrinks as fast as the spacing.

The starting point is the broadened sum itself: the Kubo-Greenwood formula is not derived from linear response, and no Hamiltonian is shown to produce this mesh. Energy-dependent matrix elements and irregular spectra are not treated in the continuum limit.

## From one resonance to the value π

**Finitely many gaps.** For $x_i\neq0$, the numerator of $h/(x_i^2+h^2)$ tends to $0$ and the denominator to $x_i^2>0$, so the term vanishes. A finite sum of such terms vanishes too. If instead $x_i=0$, then $L_h(0)=1/h$. With the other terms nonnegative, the response is at least $w_i/h$, which diverges.

**The continuum.** By the chain rule,
$$\frac{d}{dx}\arctan\frac{x}{h}=\frac{1/h}{1+x^2/h^2}=\frac{h}{x^2+h^2}.$$
Since the arctangent is odd, the integral over $[-a,a]$ is
$$\arctan\frac ah-\arctan\left(-\frac ah\right)=2\arctan\frac ah\longrightarrow 2\cdot\frac\pi2=\pi .$$

**One cell of the mesh.** Put $\delta=a/N$. The mean value theorem gives a point $c$ between $j\delta$ and $(j+1)\delta$ with
$$\arctan\frac{(j+1)\delta}{h}-\arctan\frac{j\delta}{h}=\delta L_h(c).$$
As $L_h$ decreases on $[0,\infty)$, the right-hand side lies between $\delta L_h((j+1)\delta)$ and $\delta L_h(j\delta)$.

**All cells.** Let $S=\sum_{j=0}^{N-1}\delta L_h((j+1)\delta)$. Summing the cell bounds makes the arctangents telescope, and so do the differences between upper and lower bounds:
$$0\le\arctan\frac ah-S\le\delta\bigl(L_h(0)-L_h(a)\bigr)\le\frac{\delta}{h}=\frac{a}{Nh}.$$
Because $L_h$ is even, the mesh response is $2S$. Doubling the inequality gives the error bound $2a/(Nh)$.

**The limits.** At fixed $N$ no mesh gap is zero, so the first step gives $0$. At fixed $h$ the error bound tends to $0$ as $N\to\infty$, which leaves the integral. If $h_N$ varies with $N$ and $Nh_N\to\infty$, the error still tends to $0$, while $h_N\to0$ sends the integral to $\pi$.

## Four gaps in numbers

Take $a=1$ and $N=2$, so the gaps are $\pm\tfrac12$ and $\pm1$, each with weight $\tfrac12$. The mesh response is then $L_h(\tfrac12)+L_h(1)$.

At $h=1$ this is $0.8+0.5=1.3$. The integral is $2\arctan1=\pi/2\approx1.571$, and the difference of about $0.271$ respects the bound $2a/(Nh)=1$.

At $h=0.1$ the mesh response falls to about $0.385+0.099=0.484$, while the integral rises to $2\arctan10\approx2.942$. The bound is now $10$, larger than the integral itself, so it says nothing useful about the difference: the broadening is a fifth of $a/N$, and the mesh response is on its way to $0$.

## How the Lean proof follows the estimate

In `response_tendsto_zero`, `tendsto_finsetSum` reduces the sum to single terms, and `ContinuousAt.div` gives continuity at $h=0$; the hypothesis `hx` enters there, to keep the denominator nonzero. In `response_tendsto_atTop`, `lorentz_zero` evaluates the resonant term, `lorentz_nonneg` makes the others nonnegative, and `Finset.single_le_sum` bounds the sum below by that one term.

The derivative of the arctangent is `hasDerivAt_arctan_div`. The fundamental theorem of calculus turns it into `continuumResponse_eq`, and the limit of the arctangent at infinity then gives $\pi$.

The lemma `cell_bounds` applies the mean value theorem through `exists_hasDerivAt_eq_slope` and uses the monotonicity in `lorentz_anti`. The telescoping sum is an induction on the number of cells in `half_band_error`: each step adds the bounds of one new cell, and `linarith` combines them. In `mesh_error`, `Fintype.sum_sum_type` separates positive from negative gaps, evenness identifies the two halves, and the term $L_h(a)\geq0$ is discarded.

Finally, `mesh_sub_tendsto` squeezes the difference between mesh and continuum to zero whenever $Nh_N\to\infty$. A constant sequence $h_N=h$ gives the fixed-broadening part of `order_of_limits`; a sequence tending to zero gives `joint_limit`.

## A mesh that contains the resonance

Another natural mesh would add a gap at exactly zero, also with weight $a/N$. Its extra contribution would be $a/(Nh)$. At fixed $N$ the response would then diverge as $h\to0^+$ instead of vanishing. At fixed $h$ the extra term would disappear as $N\to\infty$, and it would also disappear whenever $Nh_N\to\infty$, so the value $\pi$ would survive in both cases. The result of removing the broadening first thus depends on whether one of the gaps is exactly zero.
